# Two-Lorentzian spectral density for a bond in a cone with one internal decay rate

Let the directions of a bond vector be spread uniformly over the solid angle inside a cone that is fixed in the molecule and whose semi-angle has cosine c, with −1 ≤ c < 1. In the correlation function of P2, the second Legendre polynomial, let the factor for the internal motion decay exponentially from 1 to its long-time plateau at a rate b > 0, and the factor for the overall tumbling of the molecule from 1 to zero at a rate a > 0. The spectral density is taken here as the one-sided cosine transform of this correlation function, normalised to 1 at time zero. With S = c(1 + c)/2, its value at any real angular frequency w is

J(w) = S² a/(a² + w²) + (1 − S²)(a + b)/((a + b)² + w²).

NMR relaxation calculations evaluate this function at combinations of the Larmor frequencies; here it holds for isotropic tumbling that is independent of the internal motion, with a single exponential postulated for the latter.

## Averages over the cone

```lean
import Mathlib

open MeasureTheory Filter Topology

namespace ConeModelRelaxation

noncomputable section
```

These lines load the mathematical library Mathlib, shorten some of its names and open a namespace for the definitions that follow.

```lean
/-- The second Legendre polynomial. -/
def P2 (x : ℝ) : ℝ := (3 * x ^ 2 - 1) / 2
```

A `def` introduces a function. This one is the second Legendre polynomial, P2(x) = (3x² − 1)/2, for a real number x.

```lean
/-- The average of `f (cos θ)` over directions spread uniformly in a cone whose semi-angle
has cosine `c`, for `c < 1`. -/
def coneMean (c : ℝ) (f : ℝ → ℝ) : ℝ := (∫ u in c..1, f u) / (1 - c)
```

The argument `f` is a function of u = cos θ, where θ is the angle from the cone axis. Uniform coverage of solid angle means uniform coverage in u, so the mean is

⟨f⟩ = (1/(1 − c)) ∫ f(u) du, with u from c to 1.

The value c = 0 is a hemisphere and c = −1 the full sphere.

```lean
/-- The average over the relative azimuth `φ` of `P2` of the cosine of the angle between two
directions whose polar angles have cosines `u` and `v` in `[-1, 1]`. -/
def azimuthalMean (u v : ℝ) : ℝ :=
  (∫ φ in (0 : ℝ)..(2 * Real.pi),
    P2 (u * v + √(1 - u ^ 2) * √(1 - v ^ 2) * Real.cos φ)) / (2 * Real.pi)
```

Take two directions with polar cosines u and v and relative azimuth φ. The cosine of the angle between them is

uv + √(1 − u²) √(1 − v²) cos φ.

`azimuthalMean` averages P2 of this cosine over a full turn. For two independent directions in an axially symmetric cone, the relative azimuth is itself uniform, so one azimuthal integral is enough.

## From the plateau to the spectral density

```lean
/-- The squared order parameter: the average of `P2` of the cosine of the angle between two
independent directions in the cone, for `-1 ≤ c < 1`. -/
def orderParameterSq (c : ℝ) : ℝ :=
  coneMean c fun u => coneMean c fun v => azimuthalMean u v
```

The squared order parameter is defined as the mean of P2 of the cosine of the angle between two independent directions in the cone. Physically, these are the bond's orientations at time zero and at a time so late that the internal motion has lost its memory. That this number is the square of S is proved below.

```lean
/-- The Lipari-Szabo correlation function: internal motion decays at rate `b` to the plateau
`orderParameterSq c`, and overall tumbling decays at rate `a`. -/
def correlation (c a b t : ℝ) : ℝ :=
  (orderParameterSq c + (1 - orderParameterSq c) * Real.exp (-b * t)) * Real.exp (-a * t)
```

Writing S² for the plateau, the correlation function is

C(t) = (S² + (1 − S²) exp(−bt)) exp(−at),

with C(0) = 1. This is the Lipari-Szabo form. The product expresses the independence of internal and overall motion, and the single rate `a` expresses isotropic tumbling. The rate `b` is a free parameter: it is not computed from a diffusion constant and the cone angle, and true diffusion in a cone generally gives a sum of many exponentials.

```lean
/-- The spectral density at angular frequency `w`: the cosine transform of the correlation
function over positive times. -/
def spectralDensity (c a b w : ℝ) : ℝ :=
  ∫ t in Set.Ioi (0 : ℝ), correlation c a b t * Real.cos (w * t)
```

`Set.Ioi (0 : ℝ)` is the set of times t > 0. The spectral density is therefore the one-sided cosine transform of C(t), with no numerical prefactor.

## The order parameter of the cone

```lean
/-- For `c < 1`, the mean of `P2` over the cone is `c (1 + c) / 2`. -/
theorem coneMean_P2 {c : ℝ} (hc : c < 1) : coneMean c P2 = c * (1 + c) / 2 := by
  have hd : ∀ u ∈ Set.uIcc c 1, HasDerivAt (fun u : ℝ => (u ^ 3 - u) / 2) (P2 u) u :=
    fun u _ => (((hasDerivAt_pow 3 u).fun_sub (hasDerivAt_id' u)).div_const 2).congr_deriv
      (by norm_num [P2])
  have hcont : Continuous P2 := by unfold P2; fun_prop
  have hne : 1 - c ≠ 0 := by linarith
  rw [coneMean, intervalIntegral.integral_eq_sub_of_hasDerivAt hd
    (hcont.intervalIntegrable _ _), div_eq_iff hne]
  ring
```

A `theorem` states its hypotheses before the colon and its conclusion after it; the proof follows `:=`. By hand, (u³ − u)/2 is an antiderivative of P2(u) and vanishes at u = 1, so

∫ P2(u) du = (c − c³)/2 = (1 − c) c(1 + c)/2, with u from c to 1.

Division by 1 − c gives S. In the proof, `hd` states the derivative, `rw` applies the fundamental theorem of calculus and clears the denominator, and `ring` does the algebra.

```lean
/-- The azimuthally averaged addition theorem of rank two: for polar cosines `u` and `v` in
`[-1, 1]`, the mean over the relative azimuth of `P2` of the cosine of the mutual angle is
`P2 u * P2 v`. -/
theorem azimuthalMean_eq {u v : ℝ} (hu : u ^ 2 ≤ 1) (hv : v ^ 2 ≤ 1) :
    azimuthalMean u v = P2 u * P2 v := by
  -- the integral over a full turn, for arbitrary coefficients
  have key : ∀ x y : ℝ, ∫ φ in (0 : ℝ)..(2 * Real.pi), P2 (x + y * Real.cos φ)
      = ((3 * x ^ 2 - 1) / 2 + 3 * y ^ 2 / 4) * (2 * Real.pi) := by
    intro x y
    have hd : ∀ φ ∈ Set.uIcc (0 : ℝ) (2 * Real.pi),
        HasDerivAt (fun φ : ℝ => (3 * x ^ 2 - 1) / 2 * φ + 3 * x * y * Real.sin φ
          + 3 * y ^ 2 / 4 * (φ + Real.sin φ * Real.cos φ)) (P2 (x + y * Real.cos φ)) φ := by
      intro φ _
      refine ((((hasDerivAt_id' φ).const_mul ((3 * x ^ 2 - 1) / 2)).fun_add
        ((Real.hasDerivAt_sin φ).const_mul (3 * x * y))).fun_add
        (((hasDerivAt_id' φ).fun_add ((Real.hasDerivAt_sin φ).fun_mul
          (Real.hasDerivAt_cos φ))).const_mul (3 * y ^ 2 / 4))).congr_deriv ?_
      unfold P2
      linear_combination (-(3 * y ^ 2 / 4)) * Real.sin_sq_add_cos_sq φ
    have hcont : Continuous fun φ : ℝ => P2 (x + y * Real.cos φ) := by
      unfold P2; fun_prop
    rw [intervalIntegral.integral_eq_sub_of_hasDerivAt hd (hcont.intervalIntegrable _ _)]
    simp only [Real.sin_two_pi, Real.sin_zero]
    ring
  have hpi : 2 * Real.pi ≠ 0 := by positivity
  have hy : (√(1 - u ^ 2) * √(1 - v ^ 2)) ^ 2 = (1 - u ^ 2) * (1 - v ^ 2) := by
    rw [mul_pow, Real.sq_sqrt (by linarith), Real.sq_sqrt (by linarith)]
  rw [azimuthalMean, key, hy, div_eq_iff hpi]
  unfold P2
  ring
```

This is the addition theorem for P2 after averaging over azimuth. Set x = uv and y = √(1 − u²) √(1 − v²). Then

P2(x + y cos φ) = (3x² − 1)/2 + 3xy cos φ + (3/2) y² cos² φ.

Over a full turn cos φ averages to 0 and cos² φ to 1/2, which leaves (3x² − 1)/2 + 3y²/4. Inserting y² = (1 − u²)(1 − v²) gives

(9u²v² − 3u² − 3v² + 1)/4 = P2(u) P2(v).

The intermediate statement `key` is the integral for arbitrary x and y, again by an explicit antiderivative. Its derivative is matched to the integrand with sin² φ + cos² φ = 1, which `linear_combination` supplies. The hypotheses `hu` and `hv` make the square roots genuine, as `hy` needs when it squares them.

```lean
/-- For `-1 ≤ c < 1`, the squared order parameter of the cone is `(c (1 + c) / 2) ^ 2`. -/
theorem orderParameterSq_eq {c : ℝ} (h0 : -1 ≤ c) (h1 : c < 1) :
    orderParameterSq c = (c * (1 + c) / 2) ^ 2 := by
  have hsq : ∀ u ∈ Set.uIcc c 1, u ^ 2 ≤ 1 := by
    intro u hu
    rw [Set.uIcc_of_le h1.le] at hu
    have h2 : 0 ≤ 1 - u := by linarith [hu.2]
    have h3 : 0 ≤ 1 + u := by linarith [hu.1]
    nlinarith [mul_nonneg h2 h3]
  have m : (∫ u in c..1, P2 u) / (1 - c) = c * (1 + c) / 2 := coneMean_P2 h1
  -- average over the second direction
  have inner_mean : ∀ u ∈ Set.uIcc c 1,
      coneMean c (fun v => azimuthalMean u v) = P2 u * (c * (1 + c) / 2) := by
    intro u hu
    have h : ∫ v in c..1, azimuthalMean u v = ∫ v in c..1, P2 u * P2 v :=
      intervalIntegral.integral_congr fun v hv => azimuthalMean_eq (hsq u hu) (hsq v hv)
    change (∫ v in c..1, azimuthalMean u v) / (1 - c) = _
    rw [h, intervalIntegral.integral_const_mul, mul_div_assoc, m]
  -- average over the first direction
  have h : ∫ u in c..1, coneMean c (fun v => azimuthalMean u v)
      = ∫ u in c..1, P2 u * (c * (1 + c) / 2) :=
    intervalIntegral.integral_congr fun u hu => inner_mean u hu
  change (∫ u in c..1, coneMean c (fun v => azimuthalMean u v)) / (1 - c) = _
  rw [h, intervalIntegral.integral_mul_const, mul_div_right_comm, m]
  ring
```

Now the two remaining averages separate:

⟨⟨P2(u) P2(v)⟩⟩ = ⟨P2(u)⟩ ⟨P2(v)⟩ = S².

The proof follows the same order. `hsq` checks that every u in the cone satisfies u² ≤ 1, which is where −1 ≤ c enters. `inner_mean` averages over v and pulls out the constant P2(u); the last lines average over u. The lemma `integral_congr` lets one integrand replace another when they agree on the interval.

## The Lorentzian of a damped oscillation

```lean
/-- An oscillation damped at a rate `k > 0` is integrable over positive times. -/
theorem integrableOn_damped_cos {k : ℝ} (hk : 0 < k) (w : ℝ) :
    IntegrableOn (fun t : ℝ => Real.exp (-k * t) * Real.cos (w * t)) (Set.Ioi 0) := by
  have hcont : Continuous fun t : ℝ => Real.exp (-k * t) * Real.cos (w * t) := by fun_prop
  refine Integrable.mono' (exp_neg_integrableOn_Ioi 0 hk) hcont.aestronglyMeasurable
    (ae_of_all _ fun t => ?_)
  rw [Real.norm_eq_abs, abs_mul, abs_of_pos (Real.exp_pos _)]
  exact mul_le_of_le_one_right (Real.exp_pos _).le (Real.abs_cos_le_one _)
```

`IntegrableOn` says that the integral over t > 0 converges absolutely. The reason is the bound

|exp(−kt) cos(wt)| ≤ exp(−kt),

whose right-hand side is integrable for k > 0. `Integrable.mono'` is this comparison argument.

```lean
/-- The cosine transform of an exponential decay at rate `k > 0` is the Lorentzian
`k / (k ^ 2 + w ^ 2)`. -/
theorem integral_damped_cos {k : ℝ} (hk : 0 < k) (w : ℝ) :
    ∫ t in Set.Ioi (0 : ℝ), Real.exp (-k * t) * Real.cos (w * t) = k / (k ^ 2 + w ^ 2) := by
  have hD : k ^ 2 + w ^ 2 ≠ 0 := by positivity
  have he : Tendsto (fun t : ℝ => Real.exp (-k * t)) atTop (𝓝 0) :=
    Real.tendsto_exp_atBot.comp (tendsto_id.const_mul_atTop_of_neg (neg_lt_zero.2 hk))
  have hs : Tendsto (fun t : ℝ => Real.exp (-k * t) * Real.sin (w * t)) atTop (𝓝 0) := by
    refine squeeze_zero_norm (fun t => ?_) he
    rw [Real.norm_eq_abs, abs_mul, abs_of_pos (Real.exp_pos _)]
    exact mul_le_of_le_one_right (Real.exp_pos _).le (Real.abs_sin_le_one _)
  have hc : Tendsto (fun t : ℝ => Real.exp (-k * t) * Real.cos (w * t)) atTop (𝓝 0) := by
    refine squeeze_zero_norm (fun t => ?_) he
    rw [Real.norm_eq_abs, abs_mul, abs_of_pos (Real.exp_pos _)]
    exact mul_le_of_le_one_right (Real.exp_pos _).le (Real.abs_cos_le_one _)
  -- an explicit antiderivative, which vanishes at long times
  have hd : ∀ t ∈ Set.Ici (0 : ℝ), HasDerivAt
      (fun t : ℝ => (w * (Real.exp (-k * t) * Real.sin (w * t))
        - k * (Real.exp (-k * t) * Real.cos (w * t))) / (k ^ 2 + w ^ 2))
      (Real.exp (-k * t) * Real.cos (w * t)) t := by
    intro t _
    have hl : ∀ r : ℝ, HasDerivAt (fun s : ℝ => r * s) r t := fun r =>
      ((hasDerivAt_id' t).const_mul r).congr_deriv (mul_one r)
    refine (((((hl (-k)).exp.fun_mul (hl w).sin).const_mul w).fun_sub
      (((hl (-k)).exp.fun_mul (hl w).cos).const_mul k)).div_const
        (k ^ 2 + w ^ 2)).congr_deriv ?_
    rw [div_eq_iff hD]
    ring
  rw [integral_Ioi_of_hasDerivAt_of_tendsto' hd (integrableOn_damped_cos hk w)
    (((hs.const_mul w).sub (hc.const_mul k)).div_const (k ^ 2 + w ^ 2))]
  simp only [mul_zero, Real.exp_zero, Real.sin_zero, Real.cos_zero]
  ring
```

An antiderivative of exp(−kt) cos(wt) is

F(t) = exp(−kt) (w sin(wt) − k cos(wt))/(k² + w²).

On differentiating, the two terms in kw sin(wt) cancel and the cosine terms add up to (k² + w²) cos(wt). Since F vanishes at long times and F(0) = −k/(k² + w²), the integral is k/(k² + w²).

In the code, `he`, `hs` and `hc` establish the long-time limits, the last two by squeezing the oscillation under its envelope. `hd` is the derivative, and the `rw` after it evaluates F between 0 and infinity.

## Two exponentials, two Lorentzians

```lean
/-- The cone-model Lipari-Szabo spectral density: for `-1 ≤ c < 1` and rates `a, b > 0`, the
cosine transform converges absolutely and is a sum of two Lorentzians weighted by `S ^ 2` and
`1 - S ^ 2`, with `S = c (1 + c) / 2`. -/
theorem spectralDensity_eq {c a b : ℝ} (h0 : -1 ≤ c) (h1 : c < 1) (ha : 0 < a) (hb : 0 < b)
    (w : ℝ) :
    IntegrableOn (fun t => correlation c a b t * Real.cos (w * t)) (Set.Ioi 0) ∧
    spectralDensity c a b w = (c * (1 + c) / 2) ^ 2 * (a / (a ^ 2 + w ^ 2))
      + (1 - (c * (1 + c) / 2) ^ 2) * ((a + b) / ((a + b) ^ 2 + w ^ 2)) := by
  have hab : 0 < a + b := add_pos ha hb
  -- the correlation function is a sum of two exponentials
  have hf : (fun t => correlation c a b t * Real.cos (w * t)) = fun t =>
      (c * (1 + c) / 2) ^ 2 * (Real.exp (-a * t) * Real.cos (w * t))
      + (1 - (c * (1 + c) / 2) ^ 2) * (Real.exp (-(a + b) * t) * Real.cos (w * t)) := by
    funext t
    have he : Real.exp (-(a + b) * t) = Real.exp (-a * t) * Real.exp (-b * t) := by
      rw [← Real.exp_add]
      congr 1
      ring
    rw [correlation, orderParameterSq_eq h0 h1, he]
    ring
  have i1 := Integrable.const_mul (integrableOn_damped_cos ha w) ((c * (1 + c) / 2) ^ 2)
  have i2 := Integrable.const_mul (integrableOn_damped_cos hab w) (1 - (c * (1 + c) / 2) ^ 2)
  unfold spectralDensity
  rw [hf]
  refine ⟨i1.add i2, ?_⟩
  rw [integral_add i1 i2, integral_const_mul, integral_const_mul,
    integral_damped_cos ha w, integral_damped_cos hab w]
```

The symbol ∧ means "and": the transform converges absolutely, and it has the stated value. The first half matters because Lean gives a non-integrable function the integral 0.

By hand, multiply out the correlation function:

C(t) = S² exp(−at) + (1 − S²) exp(−(a + b)t).

This is `hf`, after multiplication by cos(wt). The previous theorem with k = a and with k = a + b gives the two Lorentzians, and linearity of the integral adds them. `i1` and `i2` are the integrability statements that `integral_add` requires.

The condition a > 0 stands for a molecule that really does lose its orientation. Without it the theorem fails: take c = 1/2, a = 0, b = 1 and w = 0. Then S = 3/8, and the integrand is

9/64 + (55/64) exp(−t),

which tends to 9/64 and has no finite integral over t > 0.

```lean
/-- For rates `a, b > 0`, motion over a hemisphere (`c = 0`) and motion over the full sphere
(`c = -1`) both give the single Lorentzian of rate `a + b`. -/
theorem spectralDensity_hemisphere_and_sphere {a b : ℝ} (ha : 0 < a) (hb : 0 < b) (w : ℝ) :
    spectralDensity 0 a b w = (a + b) / ((a + b) ^ 2 + w ^ 2) ∧
    spectralDensity (-1) a b w = (a + b) / ((a + b) ^ 2 + w ^ 2) :=
  ⟨(spectralDensity_eq (by norm_num) (by norm_num) ha hb w).2.trans (by ring),
    (spectralDensity_eq (by norm_num) (by norm_num) ha hb w).2.trans (by ring)⟩

end

end ConeModelRelaxation
```

For c = 0 and for c = −1 the factor c(1 + c) is zero, so S = 0 and only the Lorentzian of rate a + b survives. If the rates a and b are the same in both cases, the spectral density in this model cannot tell a bond confined to a hemisphere from one that is free to point anywhere.

## The formula in a relaxation fit

Programs usually work with correlation times. With τc = 1/a, τe = 1/b and 1/τ = 1/τc + 1/τe, the same function reads

J(w) = S² τc/(1 + w²τc²) + (1 − S²) τ/(1 + w²τ²).

Many codes include a factor 2/5 in J, so the prefactors of the relaxation rates have to be taken from the same convention. A fit returns S², and for a cone no wider than a hemisphere the semi-angle follows from

c = (−1 + √(1 + 8S))/2, with S = √(S²).

If wider cones are allowed, a value S² ≤ 1/64 no longer fixes the angle, because S is then also reached, up to sign, with negative c.

```lean
#print axioms ConeModelRelaxation.spectralDensity_eq
-- 'ConeModelRelaxation.spectralDensity_eq' depends on axioms: [propext, Classical.choice, Quot.sound]
#print axioms ConeModelRelaxation.spectralDensity_hemisphere_and_sphere
-- 'ConeModelRelaxation.spectralDensity_hemisphere_and_sphere' depends on axioms: [propext, Classical.choice, Quot.sound]
```
